# Neighbouring charges in a random alloy of two equally probable species on a $Z$-regular graph have correlation $\lambda^2(K-2Z)$ in the linear charge model

Let a random binary alloy occupy a finite graph in which every site has $Z$ neighbours, and let the charge on site $i$ be $q_i=\lambda\sum_{j\sim i}(S_i-S_j)$, where $S_i=\pm1$ names the species on $i$, the sum runs over the neighbours of $i$, and $\lambda$ is a real constant. Averaged over all configurations with equal weight, two neighbouring charges with $K$ common neighbours satisfy $\langle q_iq_j\rangle=\lambda^2(K-2Z)$, which is negative whenever $\lambda\neq0$.

```lean
import Mathlib

open Matrix

namespace RandomAlloyCharges

noncomputable section

variable {V : Type*} [Fintype V] [DecidableEq V]

/-- The occupation variable of site `i`: `+1` for one species, `-1` for the other. -/
def spin (s : V → Bool) (i : V) : ℝ := if s i then 1 else -1

/-- The configuration obtained by exchanging the species on site `i`. -/
def flipSite (i : V) (s : V → Bool) : V → Bool := Function.update s i (!s i)

/-- The average of an observable over all configurations, each with equal weight. -/
def mean (f : (V → Bool) → ℝ) : ℝ := (∑ s, f s) / 2 ^ Fintype.card V

/-- The charge on site `i` in the linear charge model `q = lam L S`, with `L` the graph
Laplacian. -/
def charge (G : SimpleGraph V) [DecidableRel G.Adj] (lam : ℝ) (s : V → Bool) (i : V) : ℝ :=
  lam * (G.lapMatrix ℝ *ᵥ spin s) i

/-- The electrostatic energy of charges `q` with pair couplings `M`: half the sum over
ordered pairs of sites. -/
def pairEnergy (M : V → V → ℝ) (q : V → ℝ) : ℝ :=
  ∑ p : V × V, M p.1 p.2 / 2 * (q p.1 * q p.2)

/-- The charge on a site is `lam` times the sum, over its neighbours, of the differences
in occupation. -/
theorem charge_eq_sum_neighbours (G : SimpleGraph V) [DecidableRel G.Adj] (lam : ℝ)
    (s : V → Bool) (i : V) :
    charge G lam s i = lam * ∑ j ∈ G.neighborFinset i, (spin s i - spin s j) := by
  rw [charge, SimpleGraph.lapMatrix_mulVec_apply, Finset.sum_sub_distrib, Finset.sum_const,
    SimpleGraph.card_neighborFinset_eq_degree, nsmul_eq_mul]

/-- The configuration average is linear. -/
theorem mean_sum {ι : Type*} [Fintype ι] (c : ι → ℝ) (f : ι → (V → Bool) → ℝ) :
    mean (fun s => ∑ j, c j * f j s) = ∑ j, c j * mean (f j) := by
  unfold mean
  rw [Finset.sum_comm, Finset.sum_div]
  refine Finset.sum_congr rfl fun j _ => ?_
  rw [← Finset.mul_sum, mul_div_assoc]

/-- An observable that changes sign when the species on one site is exchanged has zero
average. -/
theorem mean_eq_zero_of_odd (i : V) (f : (V → Bool) → ℝ)
    (h : ∀ s, f (flipSite i s) = -f s) : mean f = 0 := by
  have hinv : Function.Involutive (flipSite i) := by
    intro s
    funext k
    by_cases hk : k = i
    · subst hk
      simp [flipSite]
    · simp [flipSite, hk]
  -- relabelling the configurations leaves the sum unchanged, yet reverses its sign
  have e : ∑ s, f (flipSite i s) = ∑ s, f s := hinv.bijective.sum_comp f
  simp only [h, Finset.sum_neg_distrib] at e
  have h0 : ∑ s, f s = 0 := by linarith
  simp [mean, h0]

/-- Occupations of the random alloy have zero mean, and those of different sites are
uncorrelated. -/
theorem mean_spin (i j : V) :
    mean (fun s => spin s i) = 0 ∧
      mean (fun s => spin s i * spin s j) = if i = j then 1 else 0 := by
  have hflip : ∀ s : V → Bool, spin (flipSite i s) i = -spin s i := by
    intro s
    cases h : s i <;> simp [spin, flipSite, h]
  refine ⟨mean_eq_zero_of_odd i _ hflip, ?_⟩
  by_cases hij : i = j
  · subst hij
    have h1 : ∀ s : V → Bool, spin s i * spin s i = 1 := by
      intro s
      cases h : s i <;> simp [spin, h]
    simp [mean, h1]
  · rw [if_neg hij]
    refine mean_eq_zero_of_odd i _ fun s => ?_
    have hj : spin (flipSite i s) j = spin s j := by
      simp [spin, flipSite, Ne.symm hij]
    rw [hflip, hj, neg_mul]

/-- On any finite graph the charges have zero mean and their correlations are
`lam ^ 2` times the entries of the squared Laplacian. -/
theorem charge_moments (G : SimpleGraph V) [DecidableRel G.Adj] (lam : ℝ) (i j : V) :
    mean (fun s => charge G lam s i) = 0 ∧
      mean (fun s => charge G lam s i * charge G lam s j)
        = lam ^ 2 * (G.lapMatrix ℝ ^ 2) i j := by
  constructor
  · have h : ∀ s, charge G lam s i = ∑ k, (lam * G.lapMatrix ℝ i k) * spin s k := by
      intro s
      simp only [charge, Matrix.mulVec, dotProduct, Finset.mul_sum, mul_assoc]
    simp only [h]
    rw [mean_sum]
    exact Finset.sum_eq_zero fun k _ => by rw [(mean_spin k k).1, mul_zero]
  · have h : ∀ s, charge G lam s i * charge G lam s j = ∑ p : V × V,
        (lam ^ 2 * (G.lapMatrix ℝ i p.1 * G.lapMatrix ℝ j p.2)) *
          (spin s p.1 * spin s p.2) := by
      intro s
      simp only [charge, Matrix.mulVec, dotProduct]
      rw [Fintype.sum_prod_type, mul_mul_mul_comm, Finset.sum_mul_sum, Finset.mul_sum]
      refine Finset.sum_congr rfl fun k _ => ?_
      rw [Finset.mul_sum]
      exact Finset.sum_congr rfl fun l _ => by ring
    have hsymm : ∀ k, G.lapMatrix ℝ j k = G.lapMatrix ℝ k j := by
      intro k
      by_cases hk : j = k
      · rw [hk]
      · simp [SimpleGraph.lapMatrix, SimpleGraph.degMatrix, hk, Ne.symm hk, G.adj_comm j k]
    simp only [h]
    rw [mean_sum, Fintype.sum_prod_type, pow_two (G.lapMatrix ℝ), Matrix.mul_apply,
      Finset.mul_sum]
    -- only equal sites contribute to the double sum
    refine Finset.sum_congr rfl fun k _ => ?_
    simp only [(mean_spin _ _).2, mul_ite, mul_one, mul_zero, Finset.sum_ite_eq,
      Finset.mem_univ, if_true, hsymm]

/-- The entries of the squared Laplacian in terms of site degrees and the number of common
neighbours. -/
theorem lap_sq_apply (G : SimpleGraph V) [DecidableRel G.Adj] (i j : V) :
    (G.lapMatrix ℝ ^ 2) i j = (if i = j then (G.degree i : ℝ) ^ 2 else 0)
      - (if G.Adj i j then (G.degree i : ℝ) + G.degree j else 0)
      + ((G.neighborFinset i ∩ G.neighborFinset j).card : ℝ) := by
  -- two-step walks from i to j count the common neighbours
  have hA : (G.adjMatrix ℝ * G.adjMatrix ℝ) i j
      = ((G.neighborFinset i ∩ G.neighborFinset j).card : ℝ) := by
    rw [SimpleGraph.adjMatrix_mul_apply]
    simp only [SimpleGraph.adjMatrix_apply]
    rw [Finset.sum_boole]
    congr 2
    ext u
    simp only [Finset.mem_filter, Finset.mem_inter, SimpleGraph.mem_neighborFinset,
      G.adj_comm u j]
  have hL : G.lapMatrix ℝ ^ 2 = G.degMatrix ℝ * G.degMatrix ℝ
      - G.degMatrix ℝ * G.adjMatrix ℝ - G.adjMatrix ℝ * G.degMatrix ℝ
      + G.adjMatrix ℝ * G.adjMatrix ℝ := by
    rw [SimpleGraph.lapMatrix]
    noncomm_ring
  rw [hL, Matrix.add_apply, hA]
  simp only [Matrix.sub_apply, SimpleGraph.degMatrix, Matrix.diagonal_mul,
    Matrix.mul_diagonal, Matrix.diagonal_apply, SimpleGraph.adjMatrix_apply]
  by_cases h : i = j
  · subst h
    split_ifs <;> ring
  · split_ifs <;> ring

/-- On a `Z`-regular graph the mean square charge of a site is `lam ^ 2 * (Z ^ 2 + Z)`. -/
theorem mean_charge_sq (G : SimpleGraph V) [DecidableRel G.Adj] {Z : ℕ}
    (hZ : G.IsRegularOfDegree Z) (lam : ℝ) (i : V) :
    mean (fun s => charge G lam s i * charge G lam s i) = lam ^ 2 * ((Z : ℝ) ^ 2 + Z) := by
  rw [(charge_moments G lam i i).2, lap_sq_apply]
  simp only [↓reduceIte, SimpleGraph.irrefl, Finset.inter_self,
    SimpleGraph.card_neighborFinset_eq_degree, hZ i]
  ring

/-- On a `Z`-regular graph the charges of two neighbouring sites with `K` common neighbours
have correlation `lam ^ 2 * (K - 2 * Z)`, which is negative for nonzero `lam`. -/
theorem neighbour_charge_correlation (G : SimpleGraph V) [DecidableRel G.Adj] {Z : ℕ}
    (hZ : G.IsRegularOfDegree Z) (lam : ℝ) {i j : V} (hij : G.Adj i j) :
    mean (fun s => charge G lam s i * charge G lam s j)
        = lam ^ 2 * (((G.neighborFinset i ∩ G.neighborFinset j).card : ℝ) - 2 * Z) ∧
      (lam ≠ 0 → mean (fun s => charge G lam s i * charge G lam s j) < 0) := by
  have heq : mean (fun s => charge G lam s i * charge G lam s j)
      = lam ^ 2 * (((G.neighborFinset i ∩ G.neighborFinset j).card : ℝ) - 2 * Z) := by
    rw [(charge_moments G lam i j).2, lap_sq_apply, if_neg hij.ne, if_pos hij, hZ i, hZ j]
    ring
  refine ⟨heq, fun hlam => ?_⟩
  -- common neighbours are at most the Z neighbours of i
  have hK : (G.neighborFinset i ∩ G.neighborFinset j).card ≤ Z := by
    rw [← hZ i, ← SimpleGraph.card_neighborFinset_eq_degree]
    exact Finset.card_le_card Finset.inter_subset_left
  have hpos : 0 < Z := by
    rw [← hZ i, ← SimpleGraph.card_neighborFinset_eq_degree]
    exact Finset.card_pos.mpr ⟨j, (G.mem_neighborFinset i j).mpr hij⟩
  have hK' : ((G.neighborFinset i ∩ G.neighborFinset j).card : ℝ) ≤ Z := by exact_mod_cast hK
  have hpos' : (0 : ℝ) < Z := by exact_mod_cast hpos
  rw [heq]
  exact mul_neg_of_pos_of_neg (by positivity) (by linarith)

/-- On a regular graph with at least one bond, a pair interaction that is positive on bonds
and zero elsewhere has negative mean energy in the random alloy, for nonzero `lam`. -/
theorem mean_pairEnergy_neg (G : SimpleGraph V) [DecidableRel G.Adj] {Z : ℕ}
    (hZ : G.IsRegularOfDegree Z) {lam : ℝ} (hlam : lam ≠ 0) (M : V → V → ℝ)
    (hbond : ∀ i j, G.Adj i j → 0 < M i j) (hzero : ∀ i j, ¬ G.Adj i j → M i j = 0)
    {a b : V} (hab : G.Adj a b) :
    mean (fun s => pairEnergy M (charge G lam s)) < 0 := by
  unfold pairEnergy
  rw [mean_sum]
  -- every bond lowers the mean energy
  have hneg : ∀ i j, G.Adj i j →
      M i j / 2 * mean (fun s => charge G lam s i * charge G lam s j) < 0 := fun i j h =>
    mul_neg_of_pos_of_neg (half_pos (hbond i j h))
      ((neighbour_charge_correlation G hZ lam h).2 hlam)
  have hsum : ∑ p : V × V, M p.1 p.2 / 2 *
      mean (fun s => charge G lam s p.1 * charge G lam s p.2) < ∑ _p : V × V, (0 : ℝ) := by
    refine Finset.sum_lt_sum (fun p _ => ?_) ⟨(a, b), Finset.mem_univ _, hneg a b hab⟩
    by_cases h : G.Adj p.1 p.2
    · exact (hneg p.1 p.2 h).le
    · rw [hzero p.1 p.2 h, zero_div, zero_mul]
  rwa [Finset.sum_const_zero] at hsum

end

end RandomAlloyCharges
```

```lean
#print axioms RandomAlloyCharges.charge_eq_sum_neighbours
#print axioms RandomAlloyCharges.mean_charge_sq
#print axioms RandomAlloyCharges.neighbour_charge_correlation
#print axioms RandomAlloyCharges.mean_pairEnergy_neg
```

```
'RandomAlloyCharges.charge_eq_sum_neighbours' depends on axioms: [propext, Classical.choice, Quot.sound]
'RandomAlloyCharges.mean_charge_sq' depends on axioms: [propext, Classical.choice, Quot.sound]
'RandomAlloyCharges.neighbour_charge_correlation' depends on axioms: [propext, Classical.choice, Quot.sound]
'RandomAlloyCharges.mean_pairEnergy_neg' depends on axioms: [propext, Classical.choice, Quot.sound]
```

## Charges, averages and energies in the file

The sites form a finite type `V`, and a configuration is a map `s : V → Bool`. The function `spin` turns it into the occupation variables $S_i=\pm1$. The average `mean` sums an observable over all configurations and divides by $2^{|V|}$, so the sites are occupied independently and each species has probability one half.

The charge is defined with Mathlib's graph Laplacian $L=D-A$, where $D$ is the diagonal matrix of site degrees $d_i$ and $A$ is the adjacency matrix. Thus `charge G lam s i` is $\lambda(LS)_i$, and `charge_eq_sum_neighbours` confirms that this is the neighbour sum given above.

The theorems then say the following.

- `charge_moments`: on any finite graph, $\langle q_i\rangle=0$ and $\langle q_iq_j\rangle=\lambda^2(L^2)_{ij}$.
- `mean_charge_sq`: on a $Z$-regular graph, $\langle q_i^2\rangle=\lambda^2(Z^2+Z)$.
- `neighbour_charge_correlation`: on a $Z$-regular graph, neighbours have correlation $\lambda^2(K-2Z)$, and this is negative if $\lambda\neq0$. The number $K$ appears as the size of `G.neighborFinset i ∩ G.neighborFinset j`.
- `mean_pairEnergy_neg`: on a regular graph with at least one bond and for $\lambda\neq0$, a pair interaction that is positive on bonds and zero elsewhere has negative mean energy.

The energy is $E=\tfrac12\sum_{i,j}M_{ij}q_iq_j$ over ordered pairs, with any Coulomb prefactor absorbed into $M$. No site is its own neighbour, so the hypothesis `hzero` also removes the self-interaction $M_{ii}$.

## Charge transfer across unlike bonds

The difference $S_i-S_j$ vanishes for like neighbours and equals $2S_i$ for unlike ones. If site $i$ has $n_i$ unlike neighbours, then $q_i=2\lambda S_in_i$. The constant $\lambda$ therefore stands for the strength of charge transfer: each unlike bond moves a charge of magnitude $2|\lambda|$ from one end to the other, and the sign of $\lambda$ says which species becomes positive. Its value is an input to the model, as is the linear law itself.

If the charge of an atom depended only on its own species, independent occupations would give uncorrelated charges on different sites. If the two species also carried opposite charges, so that the mean charge was zero at this composition, the mean pair energy between different sites would vanish. Here the charge also depends on the neighbours, so the charges are correlated although the occupations are not. This bears on the electrostatics of single-site alloy theories such as KKR-CPA: within this linear model, at equal composition on a finite regular graph, a nearest-neighbour Madelung term does not average out.

The energy theorem does not treat the long-range Coulomb interaction. Two distinct sites that are not neighbours have $(L^2)_{ij}$ equal to their number of common neighbours, which is never negative, so repulsive couplings at larger distance can contribute with the opposite sign. Short-range order and unequal composition are not treated either.

## From a species exchange to the sign

**Occupations.** Let $F_i$ exchange the species on site $i$. Applying it twice restores the configuration, so $F_i$ only permutes the configurations. If an observable satisfies $f(F_is)=-f(s)$, then
$$\sum_s f(s)=\sum_s f(F_is)=-\sum_s f(s),$$
and its average is zero. The variable $S_i$ is odd in this sense, and so is $S_iS_j$ for $i\neq j$, because $F_i$ leaves $S_j$ alone. Together with $S_i^2=1$ this gives
$$\langle S_i\rangle=0,\qquad \langle S_iS_j\rangle=\delta_{ij}.$$

**Charges.** From $q_i=\lambda\sum_kL_{ik}S_k$ it follows that $\langle q_i\rangle=0$. Since $L$ is symmetric,
$$\langle q_iq_j\rangle=\lambda^2\sum_{k,l}L_{ik}L_{jl}\,\delta_{kl}=\lambda^2\sum_kL_{ik}L_{kj}=\lambda^2(L^2)_{ij}.$$

**The squared Laplacian.** Expanding the square gives $L^2=D^2-DA-AD+A^2$. The entry $(A^2)_{ij}=\sum_uA_{iu}A_{uj}$ counts the sites $u$ adjacent to $i$ and to $j$. With $N(i)$ for the set of neighbours of $i$,
$$(L^2)_{ij}=d_i^2\,\delta_{ij}-(d_i+d_j)A_{ij}+|N(i)\cap N(j)|.$$

**Regular graphs.** Now set every degree to $Z$. For $i=j$ the middle term vanishes and the last is $Z$, so the entry is $Z^2+Z$. For neighbours the first term vanishes and the entry is $K-2Z$. The common neighbours are among the $Z$ neighbours of $i$, hence $K\le Z$, and the bond itself shows that $Z\ge1$. Therefore
$$K-2Z\le -Z<0.$$

**Energy.** Averaging $E$ term by term gives
$$\langle E\rangle=\sum_{i,j}\frac{M_{ij}}2\langle q_iq_j\rangle.$$
Pairs that are not bonded contribute nothing and every bonded pair contributes a negative number. One bond is enough to make the sum negative.

The smallest case is a single bond, with $Z=1$ and $K=0$. There $q_2=-q_1$, and the formulas give $\langle q_1^2\rangle=2\lambda^2$ and $\langle q_1q_2\rangle=-2\lambda^2$, as they should.

## The same steps in Lean

The symmetry argument is `mean_eq_zero_of_odd`. It shows that `flipSite i` is an involution, hence a bijection, and `sum_comp` then relabels the sum. The hypothesis reverses the sign, and `linarith` concludes that the sum is zero. The lemma `mean_spin` applies this to $S_i$ and, for different sites, to $S_iS_j$; the case $i=j$ is settled by checking the two values of the occupation.

Linearity of the average is `mean_sum`. In `charge_moments` it is used once with a sum over sites, for the mean charge, and once with a sum over pairs of sites, for the correlation. The Kronecker delta from `mean_spin` enters as an `if`, and `Finset.sum_ite_eq` collapses the double sum. The symmetry of $L$ is the local statement `hsymm`.

In `lap_sq_apply`, the statement `hA` identifies $(A^2)_{ij}$ with the number of common neighbours. The expansion `hL` is proved by `noncomm_ring`, since $D$ and $A$ need not commute on a general graph. A case distinction on $i=j$ and on adjacency finishes the formula.

The theorems `mean_charge_sq` and `neighbour_charge_correlation` substitute $Z$ for the degrees. For neighbours, `hK` and `hpos` are the inequalities $K\le Z$ and $0<Z$, from which `linarith` obtains the sign of $K-2Z$. The energy theorem uses `mean_sum` again and then `Finset.sum_lt_sum`, which needs every term to be at most zero and one term, here the pair `(a, b)`, to be strictly below zero.

## Checking a supercell code

A supercell program that implements this linear charge model need not store the Laplacian. It can loop over all neighbours $j$ of each site $i$ and add $\lambda(S_i-S_j)$ to $q_i$, which is the form in `charge_eq_sum_neighbours`. If the neighbour list holds each pair only once, the same amount must also be subtracted from $q_j$. Averaging $q_iq_j$ over random configurations then tests the neighbour list and the charge routine together. For a periodic cell large enough that its images create no extra coincidences among neighbours, the expected values are:

| Lattice | $Z$ | $K$ | $\langle q_i^2\rangle/\lambda^2$ | $\langle q_iq_j\rangle/\lambda^2$, neighbours |
|---|---|---|---|---|
| simple cubic | 6 | 0 | 42 | −12 |
| body-centred cubic | 8 | 0 | 72 | −16 |
| face-centred cubic | 12 | 4 | 156 | −20 |

The sampling must match the average. A code may instead shuffle a fixed, equal number of atoms of each species over the $n$ sites, rather than draw each site independently. The occupations of different sites then have correlation $-1/(n-1)$, and because $L$ annihilates constant vectors, the only effect is to multiply all these charge correlations by $n/(n-1)$. In a small cell that factor is visible and does not indicate a bug.
